# Orbital angular momentum on polynomials obeys \([L_x,L_y]=iL_z\) with \(\hbar=1\)

A: On polynomials in \(x,y,z\), the operators
\[
M_x=y\partial_z-z\partial_y,\qquad M_y=z\partial_x-x\partial_z,\qquad M_z=x\partial_y-y\partial_x
\]
satisfy \([M_x,M_y]=-M_z\) and its cyclic partners, where \([A,B]=AB-BA\). With complex coefficients, this is equivalent to \([L_x,L_y]=iL_z\) for \(L=-iM\). Physically, \(L\) is the orbital angular momentum \(\mathbf r\times\mathbf p\) of one particle, with \(\mathbf p=-i\nabla\).

Q: Before I look at any Lean, where does the minus sign come from?

A: From the action on the coordinates. Each \(M\) is a derivation: it is linear and obeys the product rule. For two derivations \(D,E\),
\[
DE(pq)=(DEp)q+(Ep)(Dq)+(Dp)(Eq)+p(DEq).
\]
Subtracting \(ED(pq)\) removes the two middle terms, so \([D,E]\) is again a derivation. A derivation is fixed by its values on \(x,y,z\), and these are
\[
\begin{aligned}
M_x&:\ x\mapsto 0,\quad y\mapsto -z,\quad z\mapsto y,\\
M_y&:\ x\mapsto z,\quad y\mapsto 0,\quad z\mapsto -x,\\
M_z&:\ x\mapsto -y,\quad y\mapsto x,\quad z\mapsto 0.
\end{aligned}
\]
Hence \([M_x,M_y]\) sends \(x\) to \(M_xz=y\), \(y\) to \(M_yz=-x\), and \(z\) to \(-M_xx-M_yy=0\). These are the values of \(-M_z\). Cyclic relabelling gives the other two relations.

Q: Try it on something that isn't a coordinate.

A: Take \(p=x^2y\). Then \(M_yp=2xyz\) and \(M_xp=-x^2z\), so
\[
M_xM_yp=2xy^2-2xz^2,\qquad M_yM_xp=x^3-2xz^2.
\]
At \((x,y,z)=(1,2,3)\) these are \(-10\) and \(-17\), with difference \(7\). Also \(M_zp=x^3-2xy^2=-7\) there, so \(-M_zp=7\).

Q: Now the code. What represents a rotation generator?

A: `rot R a b` is \(R_{ab}=x_a\partial_b-x_b\partial_a\), the generator in the plane of axes \(a\) and \(b\); the name has nothing to do with the curl. The coefficients lie in a commutative ring `R`, and the axes are labelled by a type `σ` of any size. `X a` is the coordinate \(x_a\), `pderiv b` is \(\partial_b\), and `•` is multiplication by a scalar or, in this definition, by a polynomial. The type `Derivation` carries the product rule.

```lean
import Mathlib

open MvPolynomial
open Complex (I)

namespace PolynomialAngularMomentum

noncomputable section

variable (R : Type*) [CommRing R] {σ : Type*} [DecidableEq σ]

/-- The Kronecker delta with values in the coefficient ring. -/
def delta (i j : σ) : R := if j = i then 1 else 0

/-- The generator `x_a ∂_b - x_b ∂_a` of rotations in the plane of the coordinates `a` and `b`,
as a derivation of the polynomial ring. -/
def rot (a b : σ) : Derivation R (MvPolynomial σ R) (MvPolynomial σ R) :=
  (X a : MvPolynomial σ R) • pderiv b - (X b : MvPolynomial σ R) • pderiv a

/-- The Kronecker delta is symmetric. -/
theorem delta_comm (i j : σ) : delta R i j = delta R j i := by
  simp [delta, eq_comm]

/-- The action of a rotation generator on a coordinate. -/
theorem rot_X (a b e : σ) :
    rot R a b (X e) = delta R b e • X a - delta R a e • X b := by
  simp [rot, delta, pderiv_X, Pi.single_apply]
```

The last lemma is the table above for general axes: \(R_{ab}x_e=\delta_{be}x_a-\delta_{ae}x_b\).

Q: And the commutator in general?

A: Apply that formula twice:
\[
\begin{aligned}
[R_{ab},R_{cd}]x_e={}&\delta_{de}(\delta_{bc}x_a-\delta_{ac}x_b)-\delta_{ce}(\delta_{bd}x_a-\delta_{ad}x_b)\\
&-\delta_{be}(\delta_{da}x_c-\delta_{ca}x_d)+\delta_{ae}(\delta_{db}x_c-\delta_{cb}x_d).
\end{aligned}
\]
Collecting the terms with \(\delta_{bc}\), \(\delta_{ac}\), \(\delta_{bd}\) and \(\delta_{ad}\) gives
\[
[R_{ab},R_{cd}]=\delta_{bc}R_{ad}-\delta_{ac}R_{bd}-\delta_{bd}R_{ac}+\delta_{ad}R_{bc}.
\]
In Lean, `derivation_ext` reduces the equality of derivations to the coordinates, and `module` collects the terms.

```lean
/-- The commutation relations of the rotation generators in any number of dimensions. -/
theorem rot_commutator (a b c d : σ) (p : MvPolynomial σ R) :
    rot R a b (rot R c d p) - rot R c d (rot R a b p) =
      delta R b c • rot R a d p - delta R a c • rot R b d p
        - delta R b d • rot R a c p + delta R a d • rot R b c p := by
  -- both sides are derivations, so it is enough to compare them on the coordinates
  have h : ⁅rot R a b, rot R c d⁆ =
      delta R b c • rot R a d - delta R a c • rot R b d
        - delta R b d • rot R a c + delta R a d • rot R b c := by
    apply MvPolynomial.derivation_ext
    intro e
    simp only [Derivation.commutator_apply, Derivation.add_apply, Derivation.sub_apply,
      Derivation.smul_apply, rot_X, map_sub, Derivation.map_smul]
    rw [delta_comm R d a, delta_comm R c a, delta_comm R d b, delta_comm R c b]
    module
  have hp := DFunLike.congr_fun h p
  simpa only [Derivation.commutator_apply, Derivation.add_apply, Derivation.sub_apply,
    Derivation.smul_apply] using hp
```

Setting \(c\to b\) and \(d\to c\) for distinct axes leaves \([R_{ab},R_{bc}]=R_{ac}=-R_{ca}\).

```lean
/-- For three distinct axes, the commutator of the generators in the planes `ab` and `bc` is
minus the generator in the plane `ca`. -/
theorem rot_cyclic {a b c : σ} (hab : a ≠ b) (hbc : b ≠ c) (hca : c ≠ a)
    (p : MvPolynomial σ R) :
    rot R a b (rot R b c p) - rot R b c (rot R a b p) = -rot R c a p := by
  have hs : rot R a c p = -rot R c a p := by
    simp [rot]
  rw [rot_commutator, hs]
  simp [delta, hab.symm, hbc.symm, hca]
```

Q: Do the axes have to be distinct?

A: Not all three conditions are needed. If \(a=b=x\) and \(c=z\), then \(R_{ab}=0\) and the commutator vanishes, but \(-R_{ca}=-M_y\) sends \(x\) to \(-z\), which is nonzero over the reals. So the statement fails if `a ≠ b` alone is removed. The condition `c ≠ a` is a convenience: for \(c=a\) both sides are zero.

Q: How do I get back to \(x,y,z\)?

A: The type `Fin 3` has elements 0, 1, 2, which stand for \(x,y,z\). `Module.End` is the type of linear operators on the polynomials, and `*` between operators is composition, so `Mx R * My R` applies \(M_y\) first.

```lean
/-- `M_x = y ∂_z - z ∂_y` on polynomials in `x, y, z`. -/
def Mx : Module.End R (MvPolynomial (Fin 3) R) := (rot R 1 2).toLinearMap

/-- `M_y = z ∂_x - x ∂_z` on polynomials in `x, y, z`. -/
def My : Module.End R (MvPolynomial (Fin 3) R) := (rot R 2 0).toLinearMap

/-- `M_z = x ∂_y - y ∂_x` on polynomials in `x, y, z`. -/
def Mz : Module.End R (MvPolynomial (Fin 3) R) := (rot R 0 1).toLinearMap

/-- The relation `[M_x, M_y] = -M_z` and its cyclic partners, over any commutative ring of
coefficients. -/
theorem M_commutators :
    Mx R * My R - My R * Mx R = -Mz R ∧
    My R * Mz R - Mz R * My R = -Mx R ∧
    Mz R * Mx R - Mx R * Mz R = -My R := by
  have hx : ∀ p, Mx R p = rot R 1 2 p := fun _ => rfl
  have hy : ∀ p, My R p = rot R 2 0 p := fun _ => rfl
  have hz : ∀ p, Mz R p = rot R 0 1 p := fun _ => rfl
  refine ⟨LinearMap.ext fun p => ?_, LinearMap.ext fun p => ?_, LinearMap.ext fun p => ?_⟩ <;>
    simp only [LinearMap.sub_apply, LinearMap.neg_apply, Module.End.mul_apply, hx, hy, hz]
  · exact rot_cyclic R (a := (1 : Fin 3)) (b := 2) (c := 0)
      (by decide) (by decide) (by decide) p
  · exact rot_cyclic R (a := (2 : Fin 3)) (b := 0) (c := 1)
      (by decide) (by decide) (by decide) p
  · exact rot_cyclic R (a := (0 : Fin 3)) (b := 1) (c := 2)
      (by decide) (by decide) (by decide) p
```

The theorem is an equality of operators. `LinearMap.ext` turns it into an equality on every polynomial, and `rot_cyclic` supplies the three cases. Taking `R` to be the reals gives the statement for real polynomials.

Q: You call the relations for \(M\) and \(L\) equivalent. Any two true statements are equivalent, so what does that say?

A: The equivalence is proved for arbitrary elements \(A,B,C\) of a complex algebra, where neither relation need be true. Since \((-i)^2=-1\) and \(i(-i)=1\),
\[
[-iA,-iB]=-[A,B],\qquad i(-iC)=C,
\]
so \([-iA,-iB]=i(-iC)\) holds exactly when \([A,B]=-C\). The steps `h1`, `h2` and `h3` are these identities.

```lean
/-- For any elements `A, B, C` of a complex algebra, `-iA, -iB, -iC` satisfy the
angular momentum relation `[-iA, -iB] = i(-iC)` exactly when `[A, B] = -C`. -/
theorem commutator_iff {𝒜 : Type*} [Ring 𝒜] [Algebra ℂ 𝒜] (A B C : 𝒜) :
    ((-I) • A) * ((-I) • B) - ((-I) • B) * ((-I) • A) = I • ((-I) • C) ↔
      A * B - B * A = -C := by
  have h1 : (-I) * (-I) = -1 := by rw [neg_mul_neg, Complex.I_mul_I]
  have h2 : I * (-I) = 1 := by rw [mul_neg, Complex.I_mul_I, neg_neg]
  have h3 : ((-I) • A) * ((-I) • B) - ((-I) • B) * ((-I) • A) = -(A * B - B * A) := by
    simp only [smul_mul_assoc, mul_smul_comm, smul_smul, h1]
    module
  rw [h3, smul_smul, h2, one_smul, neg_eq_iff_eq_neg]
```

The operators \(L\) act on complex polynomials, because \(-i\) takes a real polynomial out of the real ones. `I` is the imaginary unit, and `Lsq` is \(L^2\).

```lean
/-- `L_x = -i M_x` on complex polynomials. -/
def Lx : Module.End ℂ (MvPolynomial (Fin 3) ℂ) := (-I) • Mx ℂ

/-- `L_y = -i M_y` on complex polynomials. -/
def Ly : Module.End ℂ (MvPolynomial (Fin 3) ℂ) := (-I) • My ℂ

/-- `L_z = -i M_z` on complex polynomials. -/
def Lz : Module.End ℂ (MvPolynomial (Fin 3) ℂ) := (-I) • Mz ℂ

/-- The squared angular momentum `L² = L_x² + L_y² + L_z²`. -/
def Lsq : Module.End ℂ (MvPolynomial (Fin 3) ℂ) := Lx * Lx + Ly * Ly + Lz * Lz

/-- The angular momentum relation `[L_x, L_y] = i L_z` and its cyclic partners. -/
theorem L_commutators :
    Lx * Ly - Ly * Lx = I • Lz ∧
    Ly * Lz - Lz * Ly = I • Lx ∧
    Lz * Lx - Lx * Lz = I • Ly := by
  obtain ⟨h1, h2, h3⟩ := M_commutators ℂ
  unfold Lx Ly Lz
  exact ⟨(commutator_iff (Mx ℂ) (My ℂ) (Mz ℂ)).2 h1,
    (commutator_iff (My ℂ) (Mz ℂ) (Mx ℂ)).2 h2,
    (commutator_iff (Mz ℂ) (Mx ℂ) (My ℂ)).2 h3⟩
```

Q: I also use the fact that \(L^2\) and \(L_z\) can be measured together.

A: The algebraic part of that follows from two of the relations. If \([B,C]=-A\) and \([C,A]=-B\), then \([A,C]=B\) and
\[
[A^2+B^2+C^2,C]=A[A,C]+[A,C]A+B[B,C]+[B,C]B=AB+BA-BA-AB=0.
\]
In the code, `e` is the expansion and `z` the cancellation.

```lean
/-- In any ring, if `[B, C] = -A` and `[C, A] = -B`, then `A² + B² + C²` commutes with `C`. -/
theorem sum_sq_commute {𝒜 : Type*} [Ring 𝒜] {A B C : 𝒜}
    (h2 : B * C - C * B = -A) (h3 : C * A - A * C = -B) :
    Commute (A * A + B * B + C * C) C := by
  -- write the commutator of the sum of squares through the two given commutators
  have e : (A * A + B * B + C * C) * C - C * (A * A + B * B + C * C) =
      B * (B * C - C * B) + (B * C - C * B) * B
        - A * (C * A - A * C) - (C * A - A * C) * A := by
    simp only [mul_add, add_mul, mul_sub, sub_mul, mul_assoc]
    abel
  rw [h2, h3] at e
  have z : B * (-A) + (-A) * B - A * (-B) - (-B) * A = 0 := by
    simp only [mul_neg, neg_mul]
    abel
  exact sub_eq_zero.mp (e.trans z)
```

With \(A,B,C=M_x,M_y,M_z\), and since \(L^2=-(M_x^2+M_y^2+M_z^2)\) and \(L_z=-iM_z\), the factors \(-1\) and \(-i\) do not affect commutation.

```lean
/-- The squared angular momentum commutes with `L_z`. -/
theorem Lsq_commute_Lz : Commute Lsq Lz := by
  obtain ⟨-, h2, h3⟩ := M_commutators ℂ
  have hM : Commute (Mx ℂ * Mx ℂ + My ℂ * My ℂ + Mz ℂ * Mz ℂ) (Mz ℂ) :=
    sum_sq_commute h2 h3
  have hL : Lsq = -(Mx ℂ * Mx ℂ + My ℂ * My ℂ + Mz ℂ * Mz ℂ) := by
    simp only [Lsq, Lx, Ly, Lz, smul_mul_assoc, mul_smul_comm, smul_smul, neg_mul_neg,
      Complex.I_mul_I]
    module
  rw [hL]
  exact hM.neg_left.smul_right (-I)
```

Q: So far this is algebra. Show me a state with the quantum numbers I know.

A: Take \((x+iy)^l\) with \(l=0,1,2,\dots\), called `topWeight l`. If a derivation \(D\) satisfies \(Du=cu\) for a number \(c\), then \(Du^l=lc\,u^l\), by induction:
\[
D(u^{l+1})=u^l(cu)+u(lc\,u^l)=(l+1)c\,u^{l+1}.
\]

```lean
/-- If a derivation multiplies `u` by a number `c`, it multiplies `u ^ l` by `l c`. -/
theorem derivation_pow {τ : Type*}
    (D : Derivation ℂ (MvPolynomial τ ℂ) (MvPolynomial τ ℂ))
    {u : MvPolynomial τ ℂ} {c : ℂ} (h : D u = c • u) (l : ℕ) :
    D (u ^ l) = ((l : ℂ) * c) • u ^ l := by
  induction l with
  | zero => simp
  | succ l ih =>
    rw [pow_succ, Derivation.leibniz, h, ih]
    simp only [smul_eq_mul, mul_smul_comm]
    rw [mul_comm u (u ^ l)]
    push_cast
    module

/-- The polynomial `(x + i y)^l`. -/
def topWeight (l : ℕ) : MvPolynomial (Fin 3) ℂ := (X 0 + I • X 1) ^ l
```

Put \(u=x+iy\). The table gives
\[
(M_x+iM_y)u=-iz+iz=0,\qquad M_zu=-y+ix=iu.
\]
So \(L_+=L_x+iL_y\) annihilates \(u^l\), and \(L_zu^l=-i(li)u^l=l\,u^l\). With \(L_-=L_x-iL_y\),
\[
L_-L_+=L_x^2+L_y^2+i[L_x,L_y]=L_x^2+L_y^2-L_z,
\]
hence \(L^2=L_-L_++L_z^2+L_z\), and \(L^2u^l=(l^2+l)u^l=l(l+1)u^l\). Finally, \(u\) takes the value 1 at \((1,0,0)\), so it is nonzero, and so are its powers, because complex polynomials have no zero divisors.

```lean
/-- The polynomial `(x + i y)^l` is nonzero, is annihilated by `L_x + i L_y`, and is multiplied
by `l` under `L_z` and by `l (l + 1)` under `L²`. -/
theorem topWeight_eigen (l : ℕ) :
    topWeight l ≠ 0 ∧ (Lx + I • Ly) (topWeight l) = 0 ∧
    Lz (topWeight l) = (l : ℂ) • topWeight l ∧
    Lsq (topWeight l) = ((l : ℂ) * (l + 1)) • topWeight l := by
  have hne : topWeight l ≠ 0 := by
    apply pow_ne_zero
    intro h
    have h1 := congrArg (eval ![(1 : ℂ), 0, 0]) h
    simp [smul_eval] at h1
  -- the raising operator annihilates x + i y, hence all its powers
  have hplus : (Lx + I • Ly) (topWeight l) = 0 := by
    have hu : (rot ℂ 1 2 + I • rot ℂ 2 0 :
        Derivation ℂ (MvPolynomial (Fin 3) ℂ) (MvPolynomial (Fin 3) ℂ)) (X 0 + I • X 1)
        = (0 : ℂ) • (X 0 + I • X 1) := by
      have e1 : rot ℂ (1 : Fin 3) 2 (X 0) = 0 := by simp [rot_X, delta]
      have e2 : rot ℂ (1 : Fin 3) 2 (X 1) = -X 2 := by simp [rot_X, delta]
      have e3 : rot ℂ (2 : Fin 3) 0 (X 0) = X 2 := by simp [rot_X, delta]
      have e4 : rot ℂ (2 : Fin 3) 0 (X 1) = 0 := by simp [rot_X, delta]
      simp only [Derivation.add_apply, Derivation.smul_apply, map_add, Derivation.map_smul,
        e1, e2, e3, e4]
      module
    have h := derivation_pow _ hu l
    rw [mul_zero, zero_smul, Derivation.add_apply, Derivation.smul_apply] at h
    have h' : rot ℂ 1 2 (topWeight l) + I • rot ℂ 2 0 (topWeight l) = 0 := h
    change (-I) • rot ℂ 1 2 (topWeight l) + I • ((-I) • rot ℂ 2 0 (topWeight l)) = 0
    calc _ = (-I) • (rot ℂ 1 2 (topWeight l) + I • rot ℂ 2 0 (topWeight l)) := by module
      _ = 0 := by rw [h', smul_zero]
  have hz : Lz (topWeight l) = (l : ℂ) • topWeight l := by
    have hu : rot ℂ 0 1 (X 0 + I • X 1 : MvPolynomial (Fin 3) ℂ)
        = I • (X 0 + I • X 1) := by
      have e1 : rot ℂ (0 : Fin 3) 1 (X 0) = -X 1 := by simp [rot_X, delta]
      have e2 : rot ℂ (0 : Fin 3) 1 (X 1) = X 0 := by simp [rot_X, delta]
      rw [map_add, Derivation.map_smul, e1, e2, smul_add, smul_smul, Complex.I_mul_I]
      module
    have h : rot ℂ 0 1 (topWeight l) = ((l : ℂ) * I) • topWeight l := derivation_pow _ hu l
    change (-I) • rot ℂ 0 1 (topWeight l) = _
    rw [h, smul_smul]
    congr 1
    linear_combination (-(l : ℂ)) * Complex.I_mul_I
  -- L² = L₋ L₊ + L_z² + L_z
  have hsq : Lsq = (Lx - I • Ly) * (Lx + I • Ly) + Lz * Lz + Lz := by
    have e : (Lx - I • Ly) * (Lx + I • Ly)
        = Lx * Lx + Ly * Ly + I • (Lx * Ly - Ly * Lx) := by
      have hI : (I * I) • (Ly * Ly) = (-1 : ℂ) • (Ly * Ly) := by rw [Complex.I_mul_I]
      simp only [sub_mul, mul_add, smul_mul_assoc, mul_smul_comm]
      linear_combination (norm := module) (-1 : ℂ) • hI
    rw [Lsq, e, L_commutators.1, smul_smul, Complex.I_mul_I]
    module
  refine ⟨hne, hplus, hz, ?_⟩
  rw [hsq]
  change (Lx - I • Ly) ((Lx + I • Ly) (topWeight l)) + Lz (Lz (topWeight l))
    + Lz (topWeight l) = _
  rw [hplus, map_zero, hz, map_smul, hz]
  module

end

end PolynomialAngularMomentum
```

The proof has the same parts: `hne` for nonvanishing, `hplus` for \(L_+\), `hz` for \(L_z\) and `hsq` for the identity for \(L^2\). For \(l=0\) the polynomial is the constant 1 and both eigenvalues are zero.

```lean
#print axioms PolynomialAngularMomentum.Lsq_commute_Lz
-- 'PolynomialAngularMomentum.Lsq_commute_Lz' depends on axioms: [propext, Classical.choice, Quot.sound]
#print axioms PolynomialAngularMomentum.topWeight_eigen
-- 'PolynomialAngularMomentum.topWeight_eigen' depends on axioms: [propext, Classical.choice, Quot.sound]
```

Q: That polynomial isn't normalised.

A: No, and over all space no constant factor can normalise it, because the integral of \(|x+iy|^{2l}\) diverges. On the unit sphere a constant factor is enough, and it doesn't change the eigenvalues. With the Condon–Shortley phase, the spherical harmonic normalised on the unit sphere is
\[
Y_l^l=\frac{(-1)^l}{2^l\,l!}\sqrt{\frac{(2l+1)!}{4\pi}}\;\frac{(x+iy)^l}{r^l},\qquad r=\sqrt{x^2+y^2+z^2}.
\]

Q: My last doubt is the largest. A hydrogen orbital is not a polynomial.

A: That is the step left to you: passing from polynomials to square-integrable wave functions. For an orbital of the form \(p(x,y,z)f(r)\), with \(p\) a polynomial and \(f\) smooth away from the origin, it is short. There \(M_xf(r)=(yz-zy)f'(r)/r=0\), and likewise for the other two components, so by the product rule \(L\) acts on \(p\) alone. Inner products, self-adjointness and operator domains need analysis that this algebra doesn't contain. Nor do the theorems construct the other \(2l\) members of the multiplet or show that no other eigenvalues occur.

Q: Then where would I meet it in electronic structure?

A: In the angular part of atom-centred basis functions: for a single particle and a function \((x+iy)^le^{-\alpha r^2}\) with \(\alpha>0\), centred at the origin about which \(L\) is taken, the polynomial factor carries the labels \(l\) and \(m=l\), where \(m\) is the eigenvalue of \(L_z\). Many programs use real combinations of the functions for \(m\) and \(-m\) instead; for \(m\ne0\) these are still eigenfunctions of \(L^2\), but not of \(L_z\).
